# A non-interacting fermion Hamiltonian is diagonal in its eigenorbitals, and their energies add

The annihilators $a_p$ are taken here as elements of an arbitrary complex star-algebra, not as matrices on a Fock space built beforehand. The star plays the part of the adjoint, written $\dagger$ below, and the creator is by definition $c_p=a_p^\dagger$. States enter only at the end, as vectors on which the algebra acts.

For a matrix $h=U\,\mathrm{diag}(e)\,U^\dagger$, the one-body operator takes the form $\sum_k e_k d_k d_k^\dagger$, where $d_k$ creates a particle in the orbital given by column $k$ of $U$. If $U$ is unitary and the anticommutation relations hold, filling such orbitals on a vacuum gives the sum of their energies. For non-interacting electrons in a finite orthonormal basis, this is how the electronic energy of simple Hückel and tight-binding models follows from the orbital energies.

## Modes, orbitals and one-body operators

The finite type `n` labels the modes, that is, spin orbitals. `A` is the algebra, and `StarModule ℂ A` says that the star conjugates complex coefficients.

```lean
import Mathlib

open Matrix

namespace OrbitalRotationDiagonalisation

noncomputable section

variable {n A M : Type*} [Fintype n] [DecidableEq n]
  [Ring A] [StarRing A] [Algebra ℂ A] [StarModule ℂ A]
```

The canonical anticommutation relations are

$$a_pa_q+a_qa_p=0,\qquad a_pc_q+c_qa_p=\delta_{pq}.$$

The Kronecker delta on the right makes the basis orthonormal. The relation between two creators is not listed, because it follows by taking the star of the first one.

```lean
/-- The canonical anticommutation relations for annihilators `a p` with creators `star (a p)`. -/
structure IsCAR {n A : Type*} [DecidableEq n] [Ring A] [StarRing A] (a : n → A) : Prop where
  anti : ∀ p q, a p * a q + a q * a p = 0
  mixed : ∀ p q, a p * star (a q) + star (a q) * a p = if p = q then 1 else 0
```

An orbital with coefficients $v_p$ has the creator $c(v)=\sum_p v_pc_p$. The coefficients need not be normalised.

```lean
/-- The creator of a particle in the orbital with coefficients `v`. -/
def create (a : n → A) (v : n → ℂ) : A := ∑ p, v p • star (a p)
```

A matrix $h$ of one-particle elements gives the operator $\hat H=\sum_{pq}h_{pq}c_pa_q$. There is no two-body term.

```lean
/-- The one-body operator `∑ h_pq c_p a_q` of the matrix `h`. -/
def oneBody (a : n → A) (h : Matrix n n ℂ) : A :=
  ∑ p, ∑ q, h p q • (star (a p) * a q)
```

Column $k$ of $U$ gives $d_k=\sum_pU_{pk}c_p$. Since $d_k$ is a creator, the annihilator of that orbital is $d_k^\dagger$, and if the column is normalised, the occupation operator is $d_kd_k^\dagger$.

```lean
/-- The creator `d_k` of the orbital in column `k` of `U`. -/
def orbital (a : n → A) (U : Matrix n n ℂ) (k : n) : A := create a (fun p => U p k)
```

## The diagonal form

Taking the star conjugates the coefficients, so $c(v)^\dagger=\sum_q\overline{v_q}\,a_q$ and

$$c(u)\,c(v)^\dagger=\sum_{pq}u_p\overline{v_q}\,c_pa_q.$$

In the proof `hs` is the first formula, and `Finset.sum_mul_sum` multiplies out the two sums.

```lean
omit [DecidableEq n] in
/-- A creator times an annihilator of two orbitals, expanded in the original modes. -/
theorem create_mul_star_create (a : n → A) (u v : n → ℂ) :
    create a u * star (create a v) =
      ∑ p, ∑ q, (u p * star (v q)) • (star (a p) * a q) := by
  have hs : star (create a v) = ∑ q, star (v q) • a q := by
    simp only [create, star_sum, star_smul, star_star]
  rw [hs, create, Finset.sum_mul_sum]
  refine Finset.sum_congr rfl fun p _ => Finset.sum_congr rfl fun q _ => ?_
  rw [smul_mul_smul_comm]
```

Put $u=v=$ column $k$, multiply by $e_k$ and sum:

$$\sum_ke_kd_kd_k^\dagger=\sum_{pq}\Big(\sum_kU_{pk}e_k\overline{U_{qk}}\Big)c_pa_q=\sum_{pq}h_{pq}c_pa_q.$$

The bracket is the matrix element computed in `entry`, and the two uses of `Finset.sum_comm` carry the sum over $k$ inside. Neither unitarity nor the anticommutation relations are needed, and the $e_k$ may be complex.

```lean
/-- If `h = U diag(e) U†`, the one-body operator of `h` is `∑ e_k d_k star(d_k)`. -/
theorem oneBody_diagonalised (a : n → A) (U : Matrix n n ℂ) (e : n → ℂ) :
    oneBody a (U * diagonal e * Uᴴ) =
      ∑ k, e k • (orbital a U k * star (orbital a U k)) := by
  have entry : ∀ p q, (U * diagonal e * Uᴴ) p q = ∑ k, U p k * e k * star (U q k) := by
    intro p q
    rw [Matrix.mul_apply]
    refine Finset.sum_congr rfl fun k _ => ?_
    rw [Matrix.mul_diagonal, Matrix.conjTranspose_apply]
  simp only [oneBody, orbital, entry, create_mul_star_create, Finset.smul_sum,
    Finset.sum_smul, smul_smul]
  -- bring the sum over eigenorbitals inside
  symm
  refine Finset.sum_comm.trans (Finset.sum_congr rfl fun p _ => ?_)
  refine Finset.sum_comm.trans (Finset.sum_congr rfl fun q _ => ?_)
  refine Finset.sum_congr rfl fun k _ => ?_
  congr 1
  ring
```

A Hermitian $h$ has such a decomposition, with real $e_k$ and orthonormal eigenvectors as columns. Mathlib's `spectral_theorem` supplies it, and the previous theorem does the rest.

```lean
/-- The one-body operator of a Hermitian matrix is diagonal in the modes of its eigenvectors,
with its real eigenvalues as coefficients. -/
theorem oneBody_hermitian (a : n → A) {h : Matrix n n ℂ} (hh : h.IsHermitian) :
    oneBody a h = ∑ k, (hh.eigenvalues k : ℂ) •
      (orbital a (hh.eigenvectorUnitary : Matrix n n ℂ) k *
        star (orbital a (hh.eigenvectorUnitary : Matrix n n ℂ) k)) := by
  have hs : h = (hh.eigenvectorUnitary : Matrix n n ℂ) *
      diagonal (fun k => (hh.eigenvalues k : ℂ)) *
      (hh.eigenvectorUnitary : Matrix n n ℂ)ᴴ := by
    have h1 := hh.spectral_theorem
    rw [Unitary.conjStarAlgAut_apply] at h1
    exact h1
  exact (congrArg (oneBody a) hs).trans (oneBody_diagonalised a _ _)
```

## Commutators with creators

Now the anticommutation relations come in. Moving $c_r$ past $c_p$ changes the sign, so

$$c_pa_qc_r-c_rc_pa_q=c_pa_qc_r+c_pc_ra_q=c_p(a_qc_r+c_ra_q)=\delta_{qr}c_p.$$

`h2` is the sign change. The proof writes the delta back as an anticommutator, and `noncomm_ring` compares the two sides.

```lean
omit [Fintype n] [Algebra ℂ A] [StarModule ℂ A] in
/-- The commutator of the hopping term `c_p a_q` with `c_r` is `c_p` if `q = r`, else zero. -/
theorem hopping_commutator {a : n → A} (ha : IsCAR a) (p q r : n) :
    star (a p) * a q * star (a r) - star (a r) * (star (a p) * a q) =
      star (a p) * (if q = r then 1 else 0) := by
  have h0 : star (a r) * star (a p) + star (a p) * star (a r) = 0 := by
    have h1 := congrArg star (ha.anti p r)
    simpa only [star_add, star_mul, star_zero] using h1
  have h2 : star (a r) * star (a p) = -(star (a p) * star (a r)) :=
    eq_neg_of_add_eq_zero_left h0
  rw [← ha.mixed q r, ← mul_assoc (star (a r)), h2]
  noncomm_ring
```

Summing with $h_{pq}$ gives $[\hat H,c_r]=\sum_ph_{pr}c_p$, which is `single` in the code. By linearity,

$$[\hat H,c(v)]=\sum_{pr}h_{pr}v_r\,c_p=c(hv).$$

The commutator with $\hat H$ thus acts on creators as $h$ acts on orbitals.

```lean
omit [StarModule ℂ A] in
/-- The commutator of the one-body operator of `h` with the creator of the orbital `v` is the
creator of the orbital `h v`. -/
theorem oneBody_commutator {a : n → A} (ha : IsCAR a) (h : Matrix n n ℂ) (v : n → ℂ) :
    oneBody a h * create a v - create a v * oneBody a h = create a (h *ᵥ v) := by
  have single : ∀ r, oneBody a h * star (a r) - star (a r) * oneBody a h =
      ∑ p, h p r • star (a p) := by
    intro r
    simp only [oneBody, Finset.sum_mul, Finset.mul_sum, ← Finset.sum_sub_distrib,
      smul_mul_assoc, mul_smul_comm, ← smul_sub, hopping_commutator ha]
    simp
  calc oneBody a h * create a v - create a v * oneBody a h
      = ∑ r, v r • (oneBody a h * star (a r) - star (a r) * oneBody a h) := by
        simp only [create, Finset.mul_sum, Finset.sum_mul, mul_smul_comm, smul_mul_assoc,
          smul_sub, Finset.sum_sub_distrib]
    _ = ∑ r, ∑ p, (v r * h p r) • star (a p) := by
        simp only [single, Finset.smul_sum, smul_smul]
    _ = create a (h *ᵥ v) := by
        rw [Finset.sum_comm]
        simp only [create, Matrix.mulVec, dotProduct, Finset.sum_smul, mul_comm]
```

If $U^\dagger U=1$, then $hU=U\,\mathrm{diag}(e)$, so column $k$ is an eigenvector of $h$ with eigenvalue $e_k$. This is `h2` in the next proof. Inserted into the commutator, it gives

$$[\hat H,d_k]=e_kd_k.$$

```lean
omit [StarModule ℂ A] in
/-- For unitary `U` and `H` the one-body operator of `U diag(e) U†`, the creator `d_k` obeys
`H d_k - d_k H = e_k d_k`. -/
theorem orbital_ladder {a : n → A} (ha : IsCAR a) {U : Matrix n n ℂ}
    (hU : U ∈ Matrix.unitaryGroup n ℂ) (e : n → ℂ) (k : n) :
    oneBody a (U * diagonal e * Uᴴ) * orbital a U k -
      orbital a U k * oneBody a (U * diagonal e * Uᴴ) = e k • orbital a U k := by
  have h1 : Uᴴ * U = 1 := Matrix.mem_unitaryGroup_iff'.mp hU
  -- column k of U is an eigenvector
  have h2 : (U * diagonal e * Uᴴ) *ᵥ (fun p => U p k) = fun p => e k * U p k := by
    funext p
    calc ((U * diagonal e * Uᴴ) *ᵥ (fun p => U p k)) p
        = (U * diagonal e * Uᴴ * U) p k := by rw [Matrix.mul_apply]; rfl
      _ = e k * U p k := by
        rw [Matrix.mul_assoc, h1, Matrix.mul_one, Matrix.mul_diagonal, mul_comm]
  rw [orbital, oneBody_commutator ha, h2]
  simp only [create, Finset.smul_sum, smul_smul]
```

## Filling orbitals on a vacuum

Let $\Omega$ satisfy $a_p\Omega=0$ for all $p$. Then $\hat H\Omega=0$, because each term of $\hat H$ has an annihilator on the right. If $\hat H\Phi=E\Phi$, then

$$\hat Hd_k\Phi=d_k\hat H\Phi+e_kd_k\Phi=(E+e_k)\,d_k\Phi.$$

Induction over the list $l=(k_1,\dots,k_m)$ of filled orbitals gives

$$\hat H\,d_{k_1}\cdots d_{k_m}\Omega=(e_{k_1}+\dots+e_{k_m})\,d_{k_1}\cdots d_{k_m}\Omega.$$

The step $d_k(E\Phi)=E\,d_k\Phi$ uses the linearity of operators, which is not among the hypotheses as such. It comes from `IsScalarTower ℂ A M`, which says that $(zx)\psi=z(x\psi)$ for a number $z$, an algebra element $x$ and a vector $\psi$. Since $z1$ commutes with everything in the algebra,

$$x(z\psi)=x\big((z1)\psi\big)=(zx)\psi=z(x\psi).$$

Mathlib derives this commutation from the tower condition, and `smul_comm` applies it in the last line of the proof.

```lean
omit [StarModule ℂ A] in
/-- Filling a list of eigenorbitals on top of a vacuum `Ω` gives a vector on which the one-body
operator acts as multiplication by the sum of the orbital energies. -/
theorem slater_energy [AddCommGroup M] [Module ℂ M] [Module A M] [IsScalarTower ℂ A M]
    {a : n → A} (ha : IsCAR a) {U : Matrix n n ℂ} (hU : U ∈ Matrix.unitaryGroup n ℂ)
    (e : n → ℂ) {Ω : M} (hΩ : ∀ p, a p • Ω = 0) (l : List n) :
    oneBody a (U * diagonal e * Uᴴ) • ((l.map (orbital a U)).prod • Ω) =
      (l.map e).sum • ((l.map (orbital a U)).prod • Ω) := by
  induction l with
  | nil =>
    simp only [List.map_nil, List.prod_nil, List.sum_nil, one_smul, zero_smul, oneBody,
      Finset.sum_smul, smul_assoc, mul_smul, hΩ, smul_zero, Finset.sum_const_zero]
  | cons k l ih =>
    -- move the Hamiltonian past the first creator
    have h1 := sub_eq_iff_eq_add.mp (orbital_ladder ha hU e k)
    rw [List.map_cons, List.prod_cons, List.map_cons, List.sum_cons, mul_smul,
      ← mul_smul (oneBody a _), h1, add_smul, mul_smul, ih, smul_assoc, add_smul,
      smul_comm (orbital a U k) (l.map e).sum]
```

The list may repeat an orbital. The vector is then zero by the Pauli principle, and the equation holds trivially. If the orbitals are distinct and $\Omega\neq0$, the vector is nonzero, because applying the annihilators $d_{k_1}^\dagger,\dots,d_{k_m}^\dagger$ one after the other, starting with $d_{k_1}^\dagger$, leads back to $\Omega$. It is then an eigenvector of $\hat H$. This last point is not part of the Lean theorem.

For a tight-binding model with a Hermitian matrix `h` in an orthonormal basis, the calculation can be written in Python as `e, U = numpy.linalg.eigh(h)`, followed by a sum of `e[k]` over the occupied `k`. The orbital belonging to `e[k]` is the column `U[:, k]`, as in `orbital`. If `h` is a spatial matrix that is the same for both spins, a doubly occupied orbital contributes twice.

## Two modes as explicit matrices

The hypotheses have a concrete realisation. In the basis $|00\rangle,|01\rangle,|10\rangle,|11\rangle$, with modes numbered 0 and 1,

$$a_0=|00\rangle\langle10|+|01\rangle\langle11|,\qquad a_1=|00\rangle\langle01|-|10\rangle\langle11|.$$

The minus sign makes the two modes anticommute.

```lean
/-- Annihilators of two fermionic modes as four by four matrices. -/
def twoModes : Fin 2 → Matrix (Fin 4) (Fin 4) ℂ :=
  ![!![0, 0, 1, 0; 0, 0, 0, 1; 0, 0, 0, 0; 0, 0, 0, 0],
    !![0, 1, 0, 0; 0, 0, 0, 0; 0, 0, 0, -1; 0, 0, 0, 0]]
```

The matrices act on matrices by left multiplication, so the vacuum is taken as $|00\rangle\langle00|$, whose first column is the usual vacuum vector.

```lean
/-- The matrix whose only nonzero entry is a one in the upper left corner. -/
def twoModeVacuum : Matrix (Fin 4) (Fin 4) ℂ :=
  !![1, 0, 0, 0; 0, 0, 0, 0; 0, 0, 0, 0; 0, 0, 0, 0]
```

The relations are checked entry by entry. The upper left entry shows that the vacuum is not zero.

```lean
/-- The two-mode matrices obey the anticommutation relations and annihilate the nonzero
`twoModeVacuum`. -/
theorem twoModes_witness :
    IsCAR twoModes ∧ (∀ p, twoModes p • twoModeVacuum = 0) ∧ twoModeVacuum ≠ 0 := by
  refine ⟨⟨?_, ?_⟩, ?_, ?_⟩
  · intro p q
    fin_cases p <;> fin_cases q <;> ext i j <;> fin_cases i <;> fin_cases j <;>
      simp [twoModes]
  · -- the creators as explicit matrices
    have hs : ∀ q, star (twoModes q) =
        (![!![0, 0, 0, 0; 0, 0, 0, 0; 1, 0, 0, 0; 0, 1, 0, 0],
          !![0, 0, 0, 0; 1, 0, 0, 0; 0, 0, 0, 0; 0, 0, -1, 0]] :
          Fin 2 → Matrix (Fin 4) (Fin 4) ℂ) q := by
      intro q
      fin_cases q <;> ext i j <;> fin_cases i <;> fin_cases j <;>
        simp [twoModes]
    intro p q
    rw [hs q]
    fin_cases p <;> fin_cases q <;> ext i j <;> fin_cases i <;> fin_cases j <;>
      simp [twoModes]
  · intro p
    fin_cases p <;> ext i j <;> fin_cases i <;> fin_cases j <;>
      simp [twoModes, twoModeVacuum, Matrix.mul_apply, Fin.sum_univ_succ]
  · intro h
    have h1 := congrFun (congrFun h 0) 0
    simp [twoModeVacuum] at h1

end

end OrbitalRotationDiagonalisation
```

```lean
#print axioms OrbitalRotationDiagonalisation.oneBody_hermitian
#print axioms OrbitalRotationDiagonalisation.slater_energy
```

```
'OrbitalRotationDiagonalisation.oneBody_hermitian' depends on axioms: [propext, Classical.choice, Quot.sound]
'OrbitalRotationDiagonalisation.slater_energy' depends on axioms: [propext, Classical.choice, Quot.sound]
```
